# One hole spread uniformly over $N$ sites: the principal minor of the kernel on a set $A$ is $1 - |A|/N$

Place $N-1$ spinless, non-interacting fermions on $N \ge 1$ lattice sites, leave empty the orbital that has the same amplitude on every site, and ask how likely it is that all sites of a chosen set $A$ are found occupied. The determinant of the one-body density matrix restricted to $A$, which carries this probability for a Slater determinant, is shown in the following file to equal $1 - |A|/N$, the chance that $A$ survives when one uniformly random site is removed.

```lean
import Mathlib

open Matrix Finset ComplexConjugate

namespace DelocalizedHole

noncomputable section

variable {ι : Type*} [Fintype ι] [DecidableEq ι]

/-- The kernel `1 - φ φ†` of a hole in the orbital `φ`. -/
def holeKernel (φ : ι → ℂ) : Matrix ι ι ℂ :=
  1 - Matrix.of fun i j => φ i * conj (φ j)

/-- The all-ones matrix `J` on the sites. -/
def allOnes (ι : Type*) : Matrix ι ι ℂ := Matrix.of fun _ _ => 1

/-- The kernel `K = I - J/N`, with `N` the number of sites. -/
def uniformKernel (ι : Type*) [Fintype ι] [DecidableEq ι] : Matrix ι ι ℂ :=
  1 - ((Fintype.card ι : ℂ))⁻¹ • allOnes ι

/-- The uniform orbital with amplitude `1/√N` on every site. -/
def uniformOrbital (ι : Type*) [Fintype ι] : ι → ℂ :=
  fun _ => (((Real.sqrt (Fintype.card ι))⁻¹ : ℝ) : ℂ)

/-- The principal block `K_A` of a kernel on the set of sites `A`. -/
def block (K : Matrix ι ι ℂ) (A : Finset ι) : Matrix A A ℂ :=
  K.submatrix Subtype.val Subtype.val

/-- The probability that all sites of `A` remain when one uniformly random site `r`
is removed: the fraction of `r` with `A ⊆ univ \ {r}`. -/
def inclusionProb (A : Finset ι) : ℝ :=
  ((univ.filter fun r => A ⊆ univ.erase r).card : ℝ) / Fintype.card ι

/-- For a normalized orbital the hole kernel is a Hermitian idempotent of trace `N - 1`. -/
theorem holeKernel_projector (φ : ι → ℂ) (hφ : ∑ i, Complex.normSq (φ i) = 1) :
    (holeKernel φ).IsHermitian ∧ holeKernel φ * holeKernel φ = holeKernel φ ∧
      (holeKernel φ).trace = (Fintype.card ι : ℂ) - 1 := by
  have h1 : ∑ i, φ i * conj (φ i) = 1 := by
    simp only [Complex.mul_conj]
    exact_mod_cast hφ
  -- the rank-one part `P = φ φ†` is itself a Hermitian idempotent
  have hH : (Matrix.of fun i j => φ i * conj (φ j) : Matrix ι ι ℂ).IsHermitian := by
    ext i j
    simp [Matrix.conjTranspose_apply, mul_comm]
  have hP : (Matrix.of fun i j => φ i * conj (φ j) : Matrix ι ι ℂ) *
      (Matrix.of fun i j => φ i * conj (φ j) : Matrix ι ι ℂ) =
      Matrix.of fun i j => φ i * conj (φ j) := by
    ext i j
    simp only [Matrix.mul_apply, Matrix.of_apply]
    calc ∑ k, φ i * conj (φ k) * (φ k * conj (φ j))
        = ∑ k, φ i * conj (φ j) * (φ k * conj (φ k)) :=
          Finset.sum_congr rfl fun k _ => by ring
      _ = φ i * conj (φ j) := by rw [← Finset.mul_sum, h1, mul_one]
  refine ⟨Matrix.isHermitian_one.sub hH, ?_, ?_⟩
  · unfold holeKernel
    rw [sub_mul, mul_sub, mul_sub, hP]
    simp
  · unfold holeKernel
    rw [Matrix.trace_sub, Matrix.trace_one]
    simp only [Matrix.trace, Matrix.diag_apply, Matrix.of_apply, h1]

omit [Fintype ι] in
/-- Each principal minor of the hole kernel is one minus the weight of `φ` on `A`. -/
theorem det_block_holeKernel (φ : ι → ℂ) (A : Finset ι) :
    (block (holeKernel φ) A).det = 1 - ((∑ i ∈ A, Complex.normSq (φ i) : ℝ) : ℂ) := by
  -- the block is `1 - (column) (row)`
  have hb : block (holeKernel φ) A =
      1 - (Matrix.of fun (i : A) (_ : Fin 1) => φ i) *
        (Matrix.of fun (_ : Fin 1) (j : A) => conj (φ j)) := by
    ext i j
    have h1 : (1 : Matrix ι ι ℂ) i.val j.val = (1 : Matrix A A ℂ) i j := by
      by_cases h : i = j
      · subst h
        rw [Matrix.one_apply_eq, Matrix.one_apply_eq]
      · have h' : i.val ≠ j.val := fun e => h (Subtype.ext e)
        rw [Matrix.one_apply_ne h, Matrix.one_apply_ne h']
    simp only [block, holeKernel, Matrix.submatrix_apply, Matrix.sub_apply, Matrix.mul_apply,
      Matrix.of_apply, Fin.sum_univ_one, h1]
  -- swapping the factors leaves a `1 × 1` determinant
  rw [hb, Matrix.det_one_sub_mul_comm, Matrix.det_fin_one]
  simp only [Matrix.sub_apply, Matrix.one_apply_eq, Matrix.mul_apply, Matrix.of_apply]
  rw [Finset.sum_coe_sort A (fun i => conj (φ i) * φ i)]
  push_cast
  congr 1
  refine Finset.sum_congr rfl fun i _ => ?_
  rw [mul_comm, Complex.mul_conj]

/-- For a normalized orbital the principal minor on `A` is the weight of `φ` outside `A`. -/
theorem det_block_eq_weight_outside (φ : ι → ℂ) (hφ : ∑ i, Complex.normSq (φ i) = 1)
    (A : Finset ι) :
    (block (holeKernel φ) A).det = ((∑ i ∈ Aᶜ, Complex.normSq (φ i) : ℝ) : ℂ) := by
  have h := Finset.sum_add_sum_compl A fun i => Complex.normSq (φ i)
  have h2 : ∑ i ∈ Aᶜ, Complex.normSq (φ i) = 1 - ∑ i ∈ A, Complex.normSq (φ i) := by
    linarith
  rw [det_block_holeKernel, h2, Complex.ofReal_sub, Complex.ofReal_one]

/-- The uniform orbital has weight `1/N` on each site and is normalized, and its hole
kernel is `I - J/N`. -/
theorem uniformOrbital_witness (ι : Type*) [Fintype ι] [DecidableEq ι] [Nonempty ι] :
    (∀ i, Complex.normSq (uniformOrbital ι i) = (Fintype.card ι : ℝ)⁻¹) ∧
      ∑ i, Complex.normSq (uniformOrbital ι i) = 1 ∧
      holeKernel (uniformOrbital ι) = uniformKernel ι := by
  have hN : (Fintype.card ι : ℝ) ≠ 0 := Nat.cast_ne_zero.mpr Fintype.card_ne_zero
  have hw : ∀ i, Complex.normSq (uniformOrbital ι i) = (Fintype.card ι : ℝ)⁻¹ := by
    intro i
    unfold uniformOrbital
    rw [Complex.normSq_ofReal, ← mul_inv, Real.mul_self_sqrt (Nat.cast_nonneg _)]
  refine ⟨hw, ?_, ?_⟩
  · simp only [hw, Finset.sum_const, Finset.card_univ, nsmul_eq_mul]
    exact mul_inv_cancel₀ hN
  · unfold holeKernel uniformKernel
    congr 1
    ext i j
    have h : uniformOrbital ι i * conj (uniformOrbital ι j) = (Fintype.card ι : ℂ)⁻¹ := by
      have hij : uniformOrbital ι j = uniformOrbital ι i := rfl
      rw [hij, Complex.mul_conj, hw]
      push_cast
      rfl
    simp [allOnes, h]

/-- Removing one uniformly random site leaves `A` intact with probability `1 - |A|/N`. -/
theorem inclusionProb_eq [Nonempty ι] (A : Finset ι) :
    inclusionProb A = 1 - (A.card : ℝ) / Fintype.card ι := by
  have hN : (Fintype.card ι : ℝ) ≠ 0 := Nat.cast_ne_zero.mpr Fintype.card_ne_zero
  -- `A` survives exactly when the removed site lies outside it
  have hf : (univ.filter fun r => A ⊆ univ.erase r) = Aᶜ := by
    ext r
    simp [Finset.subset_erase]
  have hc : (A.card : ℝ) + (Aᶜ.card : ℝ) = Fintype.card ι := by
    exact_mod_cast Finset.card_add_card_compl A
  have hc' : (Aᶜ.card : ℝ) = Fintype.card ι - A.card := by linarith
  unfold inclusionProb
  rw [hf, hc', sub_div, div_self hN]

/-- On `N ≥ 1` sites `K = I - J/N` is a Hermitian idempotent of trace `N - 1`, and for every
`A` the minor `det K_A` equals `1 - |A|/N` and equals the probability that `A` survives the
removal of one uniformly random site. -/
theorem uniformKernel_main (ι : Type*) [Fintype ι] [DecidableEq ι] [Nonempty ι] :
    (uniformKernel ι).IsHermitian ∧
      uniformKernel ι * uniformKernel ι = uniformKernel ι ∧
      (uniformKernel ι).trace = (Fintype.card ι : ℂ) - 1 ∧
      ∀ A : Finset ι,
        (block (uniformKernel ι) A).det = 1 - (A.card : ℂ) / Fintype.card ι ∧
        (block (uniformKernel ι) A).det = (inclusionProb A : ℂ) := by
  obtain ⟨hw, hn, hK⟩ := uniformOrbital_witness ι
  obtain ⟨h1, h2, h3⟩ := holeKernel_projector (uniformOrbital ι) hn
  rw [hK] at h1 h2 h3
  refine ⟨h1, h2, h3, fun A => ?_⟩
  have hd : (block (uniformKernel ι) A).det = 1 - (A.card : ℂ) / Fintype.card ι := by
    rw [← hK, det_block_holeKernel]
    simp only [hw, Finset.sum_const, nsmul_eq_mul]
    push_cast
    rw [div_eq_mul_inv]
  refine ⟨hd, ?_⟩
  rw [hd, inclusionProb_eq]
  push_cast
  rfl

/-- With `n + 1` objects labelled by `Fin (n + 1)` and one removed uniformly at random, two distinct
objects both remain with probability `(n - 1)/(n + 1)`, strictly less than the product of their
separate probabilities. -/
theorem ring_two_bonds (n : ℕ) (a b : Fin (n + 1)) (hab : a ≠ b) :
    inclusionProb ({a, b} : Finset (Fin (n + 1))) = ((n : ℝ) - 1) / (n + 1) ∧
      inclusionProb ({a, b} : Finset (Fin (n + 1))) <
        inclusionProb ({a} : Finset (Fin (n + 1))) *
          inclusionProb ({b} : Finset (Fin (n + 1))) := by
  have hpos : (0 : ℝ) < (n : ℝ) + 1 := by positivity
  simp only [inclusionProb_eq, Finset.card_pair hab, Finset.card_singleton, Fintype.card_fin]
  push_cast
  constructor
  · field_simp
    ring
  · have h2 : (2 : ℝ) / (n + 1) = 2 * (1 / (n + 1)) := by ring
    have ht : (0 : ℝ) < 1 / (n + 1) := by positivity
    rw [h2]
    nlinarith [mul_pos ht ht]

end

end DelocalizedHole
```

```lean
#print axioms DelocalizedHole.det_block_eq_weight_outside
#print axioms DelocalizedHole.uniformKernel_main
#print axioms DelocalizedHole.ring_two_bonds
```

```
'DelocalizedHole.det_block_eq_weight_outside' depends on axioms: [propext, Classical.choice, Quot.sound]
'DelocalizedHole.uniformKernel_main' depends on axioms: [propext, Classical.choice, Quot.sound]
'DelocalizedHole.ring_two_bonds' depends on axioms: [propext, Classical.choice, Quot.sound]
```

## The kernels, the blocks and the seven theorems

The sites are the elements of a finite type `ι`, and their number is $N$, written `Fintype.card ι`. An orbital is a function `φ : ι → ℂ` with amplitudes $\varphi_i$, and `Complex.normSq (φ i)` is the weight $|\varphi_i|^2$. With $I$ the identity matrix and a bar for complex conjugation, `holeKernel φ` is the matrix

$$K_\varphi = I - \varphi\varphi^\dagger, \qquad (K_\varphi)_{ij} = \delta_{ij} - \varphi_i \overline{\varphi_j},$$

so the conjugate sits on the column index. The matrix `allOnes ι` is $J$, with every entry equal to one, and `uniformKernel ι` is $K = I - J/N$. The orbital `uniformOrbital ι` has the real amplitude $1/\sqrt N$ on every site. For a set $A$ of sites with $|A|$ elements, `block K A` is the principal submatrix $K_A$, whose rows and columns are both labelled by the elements of $A$. Finally, `inclusionProb A` is a ratio of counts: the number of sites $r$ for which `A ⊆ univ.erase r`, that is, for which $A$ is contained in what is left after deleting $r$, divided by $N$.

The theorems say the following.

1. `holeKernel_projector`: if $\sum_i |\varphi_i|^2 = 1$, then $K_\varphi$ is Hermitian, $K_\varphi^2 = K_\varphi$, and $\operatorname{tr} K_\varphi = N - 1$.
2. `det_block_holeKernel`: for any $\varphi$, normalized or not, and any finite $A$, $\det (K_\varphi)_A = 1 - \sum_{i \in A} |\varphi_i|^2$. Only $A$ has to be finite here, not the whole set of sites.
3. `det_block_eq_weight_outside`: for normalized $\varphi$ the same determinant equals $\sum_{i \notin A} |\varphi_i|^2$.
4. `uniformOrbital_witness`: for $N \ge 1$ the uniform orbital has weight $1/N$ on each site, is normalized, and has hole kernel $I - J/N$.
5. `inclusionProb_eq` and `uniformKernel_main`: for $N \ge 1$ the counting ratio is $1 - |A|/N$; the kernel $K$ is Hermitian and idempotent with trace $N-1$; and for every $A$ the minor $\det K_A$ equals both $1 - |A|/N$ and `inclusionProb A`.

The last theorem, `ring_two_bonds`, takes $N = n + 1$ objects labelled by `Fin (n + 1)` and two distinct labels $a \ne b$. It gives the probability $(n-1)/(n+1)$ that both remain, and shows that this is strictly smaller than the product of the two single probabilities.

The hypothesis `hφ` says that the hole orbital is normalized, so that the probabilities of finding it on the various sites add to one. The amplitude $1/\sqrt N$ is the value this condition fixes for a constant, positive orbital. The hypothesis `[Nonempty ι]` is $N \ge 1$. It matters because Lean sets $0/0 = 0$: with no sites the counting ratio for the empty set would be $0$, while the determinant of the empty block is $1$. At the smallest allowed size, $N = 1$, the kernel is the zero matrix, its trace is $0$, and the two minors are $1$ for the empty set and $0$ for the single site, as for a lattice whose only site is empty.

## A filled band with one electron removed

Let $c_i$ annihilate a fermion on site $i$, the sites being an orthonormal one-particle basis, let $n_i = c_i^\dagger c_i$, and let $|\mathrm{full}\rangle$ be the state with every site occupied. Removing a particle from the normalized orbital $\varphi$ gives

$$|\Psi\rangle = \sum_i \overline{\varphi_i}\, c_i\, |\mathrm{full}\rangle ,$$

the Slater determinant of $N-1$ orbitals that span the orthogonal complement of $\varphi$. Its one-body density matrix $\langle c_j^\dagger c_i\rangle$ is the projector on that complement, $\delta_{ij} - \varphi_i\overline{\varphi_j}$, which is $K_\varphi$. Hermiticity and idempotence are the conditions for a matrix to be the density matrix of a single determinant, and the trace is the particle number.

The probability that all sites of $A$ are occupied is $\langle \prod_{i\in A} n_i \rangle$, and it can be read in two ways. Wick's theorem writes it as $\det (K_\varphi)_A$. Directly, the states $c_i|\mathrm{full}\rangle$ are orthonormal configurations with the hole on site $i$, each found with probability $|\varphi_i|^2$, and $A$ is fully occupied exactly when the hole lies outside $A$, which gives $\sum_{i\notin A}|\varphi_i|^2$. The third theorem is the equality of these two expressions. For the uniform orbital, which on a ring is the Bloch state of zero momentum, the hole is equally likely to be anywhere, and an occupation measurement has the statistics of deleting one site at random.

For two distinct sites $a$ and $b$ the block of $K$ has $1 - 1/N$ on the diagonal and $-1/N$ off it, so its determinant is $(1 - 1/N)^2 - 1/N^2 = 1 - 2/N$. The deficit $1/N^2$ relative to the product of the densities is the exchange term $|K_{ab}|^2$. For a single hole in any normalized orbital $\varphi$, the probability that all sites of a chosen set $A$ are occupied is $1 - \sum_{i\in A}|\varphi_i|^2$, which can be compared with the output of a program that samples site occupations from a Slater determinant.

The same counting describes a ring with $n+1$ bonds. For $n \ge 2$ the ring is a cycle graph, and a spanning tree, that is, a connected subgraph that reaches every vertex and contains no cycle, is obtained by cutting exactly one bond, so a uniformly random spanning tree is the complement of a uniformly random bond. The elements of `ι` are then bonds, not lattice sites. For the triangle, $n = 2$, two given bonds both remain with probability $1/3$, against $(2/3)^2 = 4/9$ for independent bonds. For $n = 1$ the numbers are $0$ and $1/4$, and for $n = 0$ no two distinct labels exist, so the statement is empty.

The theorems themselves speak about matrices and finite sets only. No Fock space, Hamiltonian, spin or interaction appears in them, and Wick's theorem is the dictionary that gives $\det K_A$ its meaning, not something derived. Likewise no graph appears: `Fin (n + 1)` carries no adjacency in `ring_two_bonds`, the sets left after one deletion stand in for the spanning trees by the argument just given, and the theorem is phrased with `inclusionProb`, the determinant being reached through `uniformKernel_main`.

## Why $I - \varphi\varphi^\dagger$ is a projector

Put $P = \varphi\varphi^\dagger$, with entries $P_{ij} = \varphi_i\overline{\varphi_j}$. Then $\overline{P_{ji}} = \overline{\varphi_j}\varphi_i = P_{ij}$, so $P$ is Hermitian, and so is $I - P$. For the square,

$$(P^2)_{ij} = \sum_k \varphi_i\overline{\varphi_k}\,\varphi_k\overline{\varphi_j} = \varphi_i\overline{\varphi_j}\sum_k |\varphi_k|^2 = P_{ij},$$

by normalization. Hence $(I-P)^2 = I - P - P + P^2 = I - P$. The trace is $\operatorname{tr} I - \sum_i|\varphi_i|^2 = N - 1$.

The Lean proof follows these lines. Its first step `h1` restates the real normalization as the complex identity $\sum_i \varphi_i\overline{\varphi_i} = 1$. The step `hH` checks Hermiticity of $P$ entry by entry, and `hP` is the displayed computation: the `calc` block reorders each term with `ring`, pulls $\varphi_i\overline{\varphi_j}$ out of the sum with `Finset.mul_sum` and applies `h1`. The rewrite with `sub_mul` and `mul_sub` expands $(I-P)^2$, and `Matrix.trace_sub` with `Matrix.trace_one` splits the trace into $N$ and the sum in `h1`.

## Why the minor collapses to a single number

Let $u$ be the column with entries $\varphi_i$ for $i \in A$, and $I_A$ the identity on $A$. Restricting rows and columns to $A$ gives $(K_\varphi)_A = I_A - uu^\dagger$. Border the identity with $u$ and $u^\dagger$ and factor the result in two ways:

$$\begin{pmatrix} I_A & u \\ u^\dagger & 1\end{pmatrix}
= \begin{pmatrix} I_A & u \\ 0 & 1\end{pmatrix}\begin{pmatrix} I_A - uu^\dagger & 0 \\ u^\dagger & 1\end{pmatrix}
= \begin{pmatrix} I_A & 0 \\ u^\dagger & 1\end{pmatrix}\begin{pmatrix} I_A & u \\ 0 & 1 - u^\dagger u\end{pmatrix}.$$

All four factors are block triangular. The first product has determinant $\det(I_A - uu^\dagger)$ and the second has determinant $1 - u^\dagger u$, so

$$\det (K_\varphi)_A = 1 - u^\dagger u = 1 - \sum_{i\in A}|\varphi_i|^2 .$$

Normalization was not used. When it holds, splitting $\sum_i|\varphi_i|^2 = 1$ into the part on $A$ and the part off $A$ turns the right-hand side into $\sum_{i\notin A}|\varphi_i|^2$.

In `det_block_holeKernel` the step `hb` writes the block as the identity minus a product of an $|A|\times 1$ matrix and a $1\times|A|$ matrix, the short side being indexed by `Fin 1`. The case split inside it shows that the identity on all sites restricts to $I_A$. The two factorizations are replaced by `Matrix.det_one_sub_mul_comm`, the Weinstein–Aronszajn identity $\det(I - UV) = \det(I - VU)$ for rectangular matrices $U$ and $V$ of matching shapes, taken from Mathlib. Then `Matrix.det_fin_one` reads off the single entry $1 - \sum_{i \in A}\overline{\varphi_i}\varphi_i$, and `Complex.mul_conj` turns each term into a weight. The theorem `det_block_eq_weight_outside` adds the splitting of the sum, `Finset.sum_add_sum_compl`, and solves for the outer part with `linarith`.

## The uniform orbital and the count of harmless deletions

For $\varphi_i = 1/\sqrt N$ each weight is $1/N$, the $N$ weights add to one, and $\varphi_i\overline{\varphi_j} = 1/N$ for all $i$ and $j$, so $\varphi\varphi^\dagger = J/N$ and $K_\varphi = K$. The projector properties carry over, and the minor becomes $1 - \sum_{i\in A} 1/N = 1 - |A|/N$. On the other side, $A$ survives the deletion of $r$ exactly when $r \notin A$. There are $N - |A|$ such sites, and $(N - |A|)/N = 1 - |A|/N$, the same number.

In `uniformOrbital_witness` the step `hw` computes the weight from $\sqrt N\sqrt N = N$ by `Real.mul_self_sqrt`, the normalization is $N\cdot N^{-1} = 1$ by `mul_inv_cancel₀ hN`, which is where $N \neq 0$ enters, and `hij` records that the amplitudes on $i$ and $j$ are identical, so that the off-diagonal product is again a weight. In `inclusionProb_eq` the step `hf` identifies the set of harmless $r$ with the complement `Aᶜ`, and `Finset.card_add_card_compl` counts it. The proof of `uniformKernel_main` applies the projector theorem and the determinant theorem to the uniform orbital, rewrites the kernel with `hK`, sums the constant weights in `hd`, and compares with the count.

For the ring, $N = n+1$ and $|\{a,b\}| = 2$ give $1 - 2/(n+1) = (n-1)/(n+1)$. With $t = 1/(n+1) > 0$ the inequality reads $1 - 2t < (1-t)^2 = 1 - 2t + t^2$, which holds because $t^2 > 0$. The proof inserts the set sizes, using `Finset.card_pair hab` for the pair, clears denominators with `field_simp` for the equality, and passes $t^2 > 0$ to `nlinarith` as `mul_pos ht ht`.

## Several holes

The bordering argument does not depend on $u$ being a single column, although the extension sketched here has no theorem in the file. Collect $m$ orthonormal hole orbitals as the columns of an $N\times m$ matrix $\Phi$, and let $\Phi_A$ and $\Phi_{A^c}$ be its rows inside and outside $A$. The kernel $I - \Phi\Phi^\dagger$ has the block $I_A - \Phi_A\Phi_A^\dagger$, and the same two factorizations would reduce its determinant to the $m\times m$ determinant $\det(I_m - \Phi_A^\dagger\Phi_A)$, with $I_m$ the $m \times m$ identity. Orthonormality, $\Phi_A^\dagger\Phi_A + \Phi_{A^c}^\dagger\Phi_{A^c} = I_m$, would turn this into $\det(\Phi_{A^c}^\dagger\Phi_{A^c})$, the overlap determinant of the hole orbitals restricted to the sites outside $A$. For $m = 1$ this is the weight $\sum_{i\notin A}|\varphi_i|^2$ again, and it vanishes whenever fewer than $m$ sites lie outside $A$, since $m$ holes then have no room.
